# A finite, undamped powder grid returns arbitrarily close to its initial signal at late times

A simulated powder signal decays as it should, and then, late in the acquisition, it grows again. Someone who doesn't expect this may look for a refocusing mechanism in the spin physics, or for a bug in the propagator. If every orientation contributes an undamped line of fixed frequency, neither is needed: a sum over finitely many orientations must come back, while the signal of a powder with an integrable lineshape density tends to zero.

## Recurrence and the late-time error

Let the grid have orientations $k$, weights $w_k\ge 0$ with $\sum_k w_k=1$, and real angular frequencies $v_k$. Its signal is

$$S(t)=\sum_k w_k e^{i v_k t},\qquad S(0)=1 .$$

For every $\varepsilon>0$ and every time $T$ there is a shift $t>T$ with

$$|S(s+t)-S(s)|<\varepsilon\quad\text{for all real } s .$$

Setting $s=0$ gives $|S(t)-1|<\varepsilon$. Since the same $t$ serves all $s$, the late echo reproduces the whole initial decay.

Let $P(t)=\int e^{ivt}g(v)\,dv$ be the signal of a continuous powder whose lineshape density $g$ has area one. Then $P(t)\to 0$, and there are arbitrarily late times with $|S(t)-P(t)|>1-\varepsilon$.

## Time-domain powder sums and their window

A code that replaces the orientation integral by a weighted sum relies on the two signals agreeing over the acquisition window. For static, undamped, single-frequency contributions, the bound says that this agreement can't extend to all times: no finite grid has a uniform error below one. Convergence with grid size should therefore be judged on a stated time window.

Equally spaced frequencies make the echo time explicit. Suppose frequencies are binned and each bin is replaced by its centre, so that $v_k=v_0+n_k\delta$ with integers $n_k$. The signal then repeats, up to a phase, after $\tau=2\pi/\delta$. A bin width of 100 Hz gives an echo at 10 ms.

## From nearly equal samples to an echo

**Phase factors.** Choose a time step $\tau>0$ with $\tau>T$, and let $x_m$ be the vector with components $e^{i v_k m\tau}$, for $m=0,1,2,\dots$ All components have modulus one, so the vectors lie in a compact ball. A subsequence $x_{\varphi(j)}$ converges, and for some $N$ its members $N$ and $N+1$ differ by less than $\varepsilon$ in every component. Put $t=(\varphi(N+1)-\varphi(N))\tau$. The integer in front is at least one, so $t\ge\tau>T$. Taking out a factor of modulus one gives

$$\left|e^{i v_k t}-1\right|=\left|e^{i v_k\varphi(N+1)\tau}-e^{i v_k\varphi(N)\tau}\right|<\varepsilon\quad\text{for all }k .$$

**Averaging.** Use this with $\varepsilon/2$. Then

$$|S(s+t)-S(s)|=\Big|\sum_k w_k e^{i v_k s}(e^{i v_k t}-1)\Big|\le\sum_k w_k\frac{\varepsilon}{2}=\frac{\varepsilon}{2}<\varepsilon .$$

**Powder.** For a density that is constant on an interval $[a,b]$ and zero elsewhere, $P(t)$ is proportional to $(e^{ibt}-e^{iat})/(it)$, which tends to zero. Sums of such steps approximate any integrable $g$ in the integral of the absolute difference, and that difference bounds the change in $P(t)$ at all $t$. Hence $P(t)\to0$, which is the Riemann–Lebesgue lemma. Choose $A$ with $|P(t)|<\varepsilon/2$ for $t\ge A$, then an echo time $t>\max(T,A)$ with $|S(t)-1|<\varepsilon/2$. From

$$1\le|1-S(t)|+|S(t)-P(t)|+|P(t)|$$

it follows that $|S(t)-P(t)|>1-\varepsilon$.

**Equal spacing.** If $v_k=v_0+n_k\delta$ and $\delta\tau=2\pi$, then $v_k(s+\tau)=v_k s+v_0\tau+2\pi n_k$. The last term drops out of the exponential, so $S(s+\tau)=e^{iv_0\tau}S(s)$.

**Two lines, worked through.** Take weights $\tfrac12,\tfrac12$ and frequencies $1,\sqrt2$. At $t=24\pi\approx75.4$ the first line has made 12 full turns and the second $12\sqrt2\approx16.9706$, which is $0.0294$ turns, or $0.185$ rad, short of 17. Hence $|S(t)-1|=\sin(0.185/2)\approx0.092$. At $t=58\pi\approx182.2$ the second line has made $41.0122$ turns, and the distance falls to about $0.038$.

It never reaches zero at any $t\neq0$. If $S(t)=1$, the real part gives $\cos t+\cos\sqrt2t=2$, so both cosines are one, $t=2\pi m$ and $\sqrt2\,t=2\pi n$ with integers $m,n$. For $t\ne0$ we have $m\neq0$ and $\sqrt2=n/m$, which is impossible. So an exact return can't be guaranteed in general.

**Weights that sum to less than one.** A single line with $w=\tfrac12$ and $v=0$ has $S(t)=\tfrac12$ at all times and never comes closer to 1 than $\tfrac12$. For the return to 1, non-negative weights must not have a total below one.

## The recurrence theorems in Lean

```lean
import Mathlib

open Filter MeasureTheory

namespace PowderGridRecurrence

noncomputable section

/-- The free-induction signal of a finite orientation grid with weights `w k` and
angular frequencies `v k`. -/
def gridSignal {ι : Type*} [Fintype ι] (w v : ι → ℝ) (t : ℝ) : ℂ :=
  ∑ k, (w k : ℂ) * Complex.exp ((v k * t : ℝ) * Complex.I)

/-- The signal of a continuous powder whose lineshape has the integrable density `g` over
angular frequency. -/
def powderSignal (g : ℝ → ℝ) (t : ℝ) : ℂ :=
  ∫ v : ℝ, Complex.exp ((v * t : ℝ) * Complex.I) * (g v : ℂ)

/-- If the weights sum to one, the grid signal starts at one. -/
theorem gridSignal_zero {ι : Type*} [Fintype ι] (w v : ι → ℝ) (h1 : ∑ k, w k = 1) :
    gridSignal w v 0 = 1 := by
  simp only [gridSignal, mul_zero, Complex.ofReal_zero, zero_mul, Complex.exp_zero, mul_one]
  exact_mod_cast h1

/-- Finitely many precessing phase factors all return together, at arbitrarily late times,
to within any given positive distance of one. -/
theorem phase_recurrence {ι : Type*} [Fintype ι] (v : ι → ℝ) {ε : ℝ} (hε : 0 < ε) (T : ℝ) :
    ∃ t > T, ∀ k, ‖Complex.exp ((v k * t : ℝ) * Complex.I) - 1‖ < ε := by
  obtain ⟨τ, hτ, hT⟩ : ∃ τ : ℝ, 0 < τ ∧ T < τ :=
    ⟨|T| + 1, by positivity, by linarith [le_abs_self T]⟩
  -- sample the phase factors at multiples of a time step longer than `T`
  let x : ℕ → ι → ℂ := fun m k => Complex.exp ((v k * (m * τ) : ℝ) * Complex.I)
  have hx : ∀ m, x m ∈ Metric.closedBall (0 : ι → ℂ) 1 := by
    intro m
    rw [mem_closedBall_zero_iff, pi_norm_le_iff_of_nonneg zero_le_one]
    intro k
    exact (Complex.norm_exp_ofReal_mul_I _).le
  -- compactness provides two samples that nearly agree
  obtain ⟨a, -, φ, hφ, hlim⟩ := (isCompact_closedBall (0 : ι → ℂ) 1).tendsto_subseq hx
  obtain ⟨N, hN⟩ := Metric.cauchySeq_iff.1 hlim.cauchySeq ε hε
  have hd := hN (N + 1) (Nat.le_succ N) N le_rfl
  have hlt : φ N + 1 ≤ φ (N + 1) := hφ (Nat.lt_succ_self N)
  have hcast : (φ N : ℝ) + 1 ≤ φ (N + 1) := by exact_mod_cast hlt
  refine ⟨((φ (N + 1) : ℝ) - φ N) * τ, ?_, fun k => ?_⟩
  · have := mul_nonneg (sub_nonneg.2 hcast) hτ.le
    nlinarith
  · have hk : ‖x (φ (N + 1)) k - x (φ N) k‖ < ε := by
      rw [← dist_eq_norm]
      exact (dist_le_pi_dist _ _ k).trans_lt hd
    have hf : x (φ (N + 1)) k - x (φ N) k = x (φ N) k *
        (Complex.exp ((v k * (((φ (N + 1) : ℝ) - φ N) * τ) : ℝ) * Complex.I) - 1) := by
      simp only [x]
      rw [mul_sub, mul_one, ← Complex.exp_add]
      congr 2
      push_cast
      ring
    have hn : ‖x (φ N) k‖ = 1 := Complex.norm_exp_ofReal_mul_I _
    rwa [hf, norm_mul, hn, one_mul] at hk

/-- For non-negative weights of sum one, there are arbitrarily late time shifts after which
the whole grid signal repeats itself to within any given positive error. -/
theorem signal_recurrence {ι : Type*} [Fintype ι] (w v : ι → ℝ) (hw : ∀ k, 0 ≤ w k)
    (h1 : ∑ k, w k = 1) {ε : ℝ} (hε : 0 < ε) (T : ℝ) :
    ∃ t > T, ∀ s, ‖gridSignal w v (s + t) - gridSignal w v s‖ < ε := by
  obtain ⟨t, ht, h⟩ := phase_recurrence v (half_pos hε) T
  refine ⟨t, ht, fun s => ?_⟩
  have key : gridSignal w v (s + t) - gridSignal w v s =
      ∑ k, (w k : ℂ) * (Complex.exp ((v k * s : ℝ) * Complex.I) *
        (Complex.exp ((v k * t : ℝ) * Complex.I) - 1)) := by
    unfold gridSignal
    rw [← Finset.sum_sub_distrib]
    refine Finset.sum_congr rfl fun k _ => ?_
    have e : ((v k * (s + t) : ℝ) : ℂ) * Complex.I =
        (v k * s : ℝ) * Complex.I + (v k * t : ℝ) * Complex.I := by
      push_cast
      ring
    rw [e, Complex.exp_add]
    ring
  -- the weighted mean of small phase errors is small
  calc ‖gridSignal w v (s + t) - gridSignal w v s‖ ≤ ∑ k, w k * (ε / 2) := by
        rw [key]
        refine norm_sum_le_of_le _ fun k _ => ?_
        rw [norm_mul, norm_mul, Complex.norm_exp_ofReal_mul_I, one_mul, Complex.norm_real,
          Real.norm_of_nonneg (hw k)]
        exact mul_le_mul_of_nonneg_left (h k).le (hw k)
    _ = ε / 2 := by rw [← Finset.sum_mul, h1, one_mul]
    _ < ε := half_lt_self hε

/-- For non-negative weights of sum one, the grid signal comes back arbitrarily close to
its initial value one at arbitrarily late times. -/
theorem late_echo {ι : Type*} [Fintype ι] (w v : ι → ℝ) (hw : ∀ k, 0 ≤ w k)
    (h1 : ∑ k, w k = 1) {ε : ℝ} (hε : 0 < ε) (T : ℝ) :
    ∃ t > T, ‖gridSignal w v t - 1‖ < ε := by
  obtain ⟨t, ht, h⟩ := signal_recurrence w v hw h1 hε T
  have h0 := h 0
  rw [zero_add, gridSignal_zero w v h1] at h0
  exact ⟨t, ht, h0⟩

/-- The signal of a continuous powder with a lineshape density of area one starts at one
and decays to zero at late times. -/
theorem powder_decay (g : ℝ → ℝ) (hg : ∫ v, g v = 1) :
    powderSignal g 0 = 1 ∧ Tendsto (powderSignal g) atTop (nhds 0) := by
  constructor
  · simp only [powderSignal, mul_zero, Complex.ofReal_zero, zero_mul, Complex.exp_zero, one_mul]
    rw [integral_complex_ofReal, hg, Complex.ofReal_one]
  · -- the Riemann-Lebesgue lemma, with time rescaled by `-2π`
    have h := Real.tendsto_integral_exp_smul_cocompact (fun v => (g v : ℂ))
    have hl : Tendsto (fun t : ℝ => -(t / (2 * Real.pi))) atTop (cocompact ℝ) :=
      (tendsto_neg_atTop_atBot.comp
        (tendsto_id.atTop_div_const (by positivity))).mono_right atBot_le_cocompact
    refine (h.comp hl).congr fun t => ?_
    simp only [Function.comp_apply, powderSignal]
    refine integral_congr_ae (Filter.Eventually.of_forall fun v => ?_)
    have e : 2 * Real.pi * (-(v * -(t / (2 * Real.pi)))) = v * t := by
      have hp := Real.pi_ne_zero
      field_simp
    simp only [Circle.smul_def, smul_eq_mul, Real.fourierChar_apply, e]

/-- Against a continuous powder with a lineshape density of area one, a grid with
non-negative weights of sum one has, at arbitrarily late times, an error above `1 - ε`,
for every positive `ε`. -/
theorem spurious_echo {ι : Type*} [Fintype ι] (w v : ι → ℝ) (hw : ∀ k, 0 ≤ w k)
    (h1 : ∑ k, w k = 1) (g : ℝ → ℝ) (hg : ∫ v, g v = 1) {ε : ℝ} (hε : 0 < ε) (T : ℝ) :
    ∃ t > T, 1 - ε < ‖gridSignal w v t - powderSignal g t‖ := by
  obtain ⟨A, hA⟩ := Metric.tendsto_atTop.1 (powder_decay g hg).2 (ε / 2) (half_pos hε)
  obtain ⟨t, ht, h⟩ := late_echo w v hw h1 (half_pos hε) (max T A)
  refine ⟨t, (le_max_left T A).trans_lt ht, ?_⟩
  have hP := hA t ((le_max_right T A).trans ht.le)
  rw [dist_zero_right] at hP
  have h3 := norm_add₃_le (a := 1 - gridSignal w v t)
    (b := gridSignal w v t - powderSignal g t) (c := powderSignal g t)
  have e : 1 - gridSignal w v t + (gridSignal w v t - powderSignal g t)
      + powderSignal g t = 1 := by ring
  rw [e, norm_one, norm_sub_rev 1] at h3
  linarith

/-- If all frequencies are `v0` plus integer multiples of a spacing `δ`, the signal repeats
exactly, up to a phase factor, after the time `τ` with `δ * τ = 2π`. -/
theorem regular_grid_echo {ι : Type*} [Fintype ι] (w : ι → ℝ) (n : ι → ℤ) (v0 δ τ : ℝ)
    (h : δ * τ = 2 * Real.pi) (s : ℝ) :
    gridSignal w (fun k => v0 + n k * δ) (s + τ) =
      Complex.exp ((v0 * τ : ℝ) * Complex.I) * gridSignal w (fun k => v0 + n k * δ) s := by
  simp only [gridSignal, Finset.mul_sum]
  refine Finset.sum_congr rfl fun k _ => ?_
  have hc : (δ : ℂ) * τ = 2 * Real.pi := by exact_mod_cast h
  have e : (((v0 + n k * δ) * (s + τ) : ℝ) : ℂ) * Complex.I =
      (v0 * τ : ℝ) * Complex.I + ((v0 + n k * δ) * s : ℝ) * Complex.I
        + n k * (2 * Real.pi * Complex.I) := by
    push_cast
    linear_combination (n k : ℂ) * Complex.I * hc
  rw [e, Complex.exp_add, Complex.exp_add, Complex.exp_int_mul_two_pi_mul_I]
  ring

/-- Two lines of weight `1/2` each, at frequencies `1` and `√2`, give a signal equal to one only at
time zero. -/
theorem no_exact_echo (t : ℝ) :
    gridSignal ![1 / 2, 1 / 2] ![1, √2] t = 1 ↔ t = 0 := by
  constructor
  · intro h
    have hre := congrArg Complex.re h
    simp only [gridSignal, Fin.sum_univ_two, Complex.add_re, Complex.re_ofReal_mul,
      Complex.exp_ofReal_mul_I_re, Complex.one_re, Matrix.cons_val_zero, Matrix.cons_val_one,
      Matrix.cons_val_fin_one, one_mul] at hre
    -- both cosines must equal one
    have c1 : Real.cos t = 1 := by
      linarith [Real.cos_le_one t, Real.cos_le_one (√2 * t)]
    have c2 : Real.cos (√2 * t) = 1 := by linarith
    obtain ⟨m, hm⟩ := (Real.cos_eq_one_iff _).1 c1
    obtain ⟨n, hn⟩ := (Real.cos_eq_one_iff _).1 c2
    by_contra ht
    have hm0 : m ≠ 0 := by
      intro h0
      apply ht
      rw [← hm, h0]
      simp
    -- a common return time would make `√2` rational
    have hq : √2 * (m : ℝ) = n := by
      apply mul_right_cancel₀ Real.two_pi_pos.ne'
      linear_combination √2 * hm - hn
    refine irrational_sqrt_two ⟨(n : ℚ) / m, ?_⟩
    push_cast
    rw [div_eq_iff (by exact_mod_cast hm0)]
    exact hq.symm
  · rintro rfl
    exact gridSignal_zero _ _ (by norm_num [Fin.sum_univ_two])

end

end PowderGridRecurrence
```

```lean
#print axioms PowderGridRecurrence.late_echo
#print axioms PowderGridRecurrence.spurious_echo
#print axioms PowderGridRecurrence.regular_grid_echo
#print axioms PowderGridRecurrence.no_exact_echo
```

```
'PowderGridRecurrence.late_echo' depends on axioms: [propext, Classical.choice, Quot.sound]
'PowderGridRecurrence.spurious_echo' depends on axioms: [propext, Classical.choice, Quot.sound]
'PowderGridRecurrence.regular_grid_echo' depends on axioms: [propext, Classical.choice, Quot.sound]
'PowderGridRecurrence.no_exact_echo' depends on axioms: [propext, Classical.choice, Quot.sound]
```

## Quantifiers, signs and units

The finite type `ι` labels the orientations, and `w` and `v` assign each one a real weight and a real angular frequency. `gridSignal w v t` is $S(t)$ with the sign convention $e^{+ivt}$; frequencies in hertz need a factor $2\pi$ first. `powderSignal g t` is $P(t)$.

- `phase_recurrence` brings all phase factors close to one together; it needs no weights.
- `signal_recurrence` has the form `∃ t > T, ∀ s`, so one shift works for the entire signal. `late_echo` is its case $s=0$.
- `powder_decay` states both $P(0)=1$ and $P(t)\to0$. Its hypothesis `∫ v, g v = 1` also forces `g` to be integrable, because Lean gives a non-integrable function the integral zero. The density may diverge at the edges of the pattern as long as it stays integrable.
- `spurious_echo` compares any such grid with any such density. It doesn't assume that the grid was built from `g`, so a better choice of orientations can't evade it.
- `regular_grid_echo` puts no condition on the weights. Its hypothesis `δ * τ = 2 * Real.pi` excludes zero spacing.
- `no_exact_echo` is the two-line example above.

## Compactness, averaging and decay in the proofs

In `phase_recurrence`, `tendsto_subseq` extracts the convergent subsequence and `Metric.cauchySeq_iff` supplies the two close samples. The step `hf` takes out the common phase factor, and `hn` says that its modulus is one.

In `signal_recurrence`, the equation `key` writes the change of signal as a weighted sum of phase errors, and the `calc` block bounds it by $\varepsilon/2$. `late_echo` then sets $s=0$ and uses `gridSignal_zero`.

`powder_decay` takes the Riemann–Lebesgue lemma from Mathlib, whose Fourier kernel is $e^{-2\pi i v\xi}$; the substitution $\xi=-t/(2\pi)$ turns it into $e^{ivt}$. `spurious_echo` picks an echo later than both $T$ and $A$ and applies the three-term triangle inequality `norm_add₃_le`.

In `regular_grid_echo`, `e` splits the exponent and `Complex.exp_int_mul_two_pi_mul_I` removes the whole turns. `no_exact_echo` takes real parts, obtains the integers from `Real.cos_eq_one_iff`, and ends in a contradiction with `irrational_sqrt_two`.

## Certain return, unknown echo time

For the stated model the return is certain, but `late_echo` gives no estimate of when it happens. For an irregular grid a close return may lie far beyond any acquisition window, so the theorem can't tell you how many orientations a given window needs. Its statement doesn't place the echo on a sampling point either, but the argument can: if the step $\tau$ in the proof is chosen as a multiple of the dwell time, then so is $t$.

The model has fixed frequencies and no relaxation. Multiplying the grid signal by a decaying envelope, as relaxation or apodisation does, suppresses the late echoes, although an early one can survive if the envelope is still appreciable there. Frequencies that change in time, as under sample rotation, in general need a different signal function. A static coupled-spin system can give several lines per orientation; the recurrence theorems still apply if `ι` labels all these lines and their weights are non-negative with sum one. The theorems also concern real and complex numbers, not floating-point phases accumulated over many steps.

Some quadrature rules have negative weights. The averaging step then gives $\sum_k|w_k|$ times the phase error, so a smaller phase tolerance would restore the bound; that extension isn't among the Lean theorems.
